# For gaps 2 and 1/2 with nonnegative weights, a level shift of 1 changes the second-order energy less when imaginary than when real exactly if the large gap has over four times the small gap's weight

A level shift alters the denominators of a second-order energy `-∑ wᵢ / Dᵢ`: a real shift s replaces 1/Dᵢ by 1/(Dᵢ + s), an imaginary one by Dᵢ/(Dᵢ² + s²). The theorem `mixed_gaps_criterion` takes two terms with gaps 2 and 1/2, nonnegative weights `w 0` and `w 1`, and s = 1, and measures each shift's error as the absolute change from the unshifted energy. It states that the imaginary shift has the smaller error if and only if `4 * w 1 < w 0`. The attempt specialises the general formula `error_difference` to these gaps, writes out its two terms, and leaves both directions to `linarith`.

An attempt in Lean 4 with a fault in it:

```lean
import Mathlib

open Finset

namespace MixedGapsCriterion

noncomputable section

variable {ι : Type*} [Fintype ι]

/-- The unshifted second-order energy `-∑ wᵢ / Dᵢ`, for nonzero gaps `Dᵢ`. -/
def unshiftedEnergy (w D : ι → ℝ) : ℝ := -∑ i, w i / D i

/-- The second-order energy with a real level shift `s` added to every gap,
for `Dᵢ + s` nonzero. -/
def realShiftEnergy (w D : ι → ℝ) (s : ℝ) : ℝ := -∑ i, w i / (D i + s)

/-- The second-order energy with an imaginary level shift of size `s`,
for `Dᵢ` and `s` not both zero. -/
def imagShiftEnergy (w D : ι → ℝ) (s : ℝ) : ℝ :=
  -∑ i, w i * D i / (D i ^ 2 + s ^ 2)

/-- For positive gaps and a positive shift, the real shift changes the energy by
`∑ wᵢ s / (Dᵢ (Dᵢ + s))`. -/
theorem realShift_deviation (w D : ι → ℝ) (s : ℝ) (hD : ∀ i, 0 < D i) (hs : 0 < s) :
    realShiftEnergy w D s - unshiftedEnergy w D = ∑ i, w i * s / (D i * (D i + s)) := by
  unfold realShiftEnergy unshiftedEnergy
  rw [neg_sub_neg, ← Finset.sum_sub_distrib]
  refine Finset.sum_congr rfl fun i _ => ?_
  have h := hD i
  have h1 : D i ≠ 0 := h.ne'
  have h2 : D i + s ≠ 0 := by positivity
  rw [div_sub_div _ _ h1 h2, div_eq_div_iff (mul_ne_zero h1 h2) (mul_ne_zero h1 h2)]
  ring

/-- For positive gaps, the imaginary shift changes the energy by
`∑ wᵢ s² / (Dᵢ (Dᵢ² + s²))`. -/
theorem imagShift_deviation (w D : ι → ℝ) (s : ℝ) (hD : ∀ i, 0 < D i) :
    imagShiftEnergy w D s - unshiftedEnergy w D =
      ∑ i, w i * s ^ 2 / (D i * (D i ^ 2 + s ^ 2)) := by
  unfold imagShiftEnergy unshiftedEnergy
  rw [neg_sub_neg, ← Finset.sum_sub_distrib]
  refine Finset.sum_congr rfl fun i _ => ?_
  have h := hD i
  have h1 : D i ≠ 0 := h.ne'
  have h2 : D i ^ 2 + s ^ 2 ≠ 0 := by positivity
  rw [div_sub_div _ _ h1 h2, div_eq_div_iff (mul_ne_zero h1 h2) (mul_ne_zero h1 h2)]
  ring

/-- For positive gaps, nonnegative weights and a positive shift, the error of the real shift
minus that of the imaginary shift is a sum in which each gap enters with the factor `Dᵢ - s`. -/
theorem error_difference (w D : ι → ℝ) (s : ℝ) (hw : ∀ i, 0 ≤ w i)
    (hD : ∀ i, 0 < D i) (hs : 0 < s) :
    |realShiftEnergy w D s - unshiftedEnergy w D|
        - |imagShiftEnergy w D s - unshiftedEnergy w D| =
      ∑ i, w i * s * (D i - s) / ((D i + s) * (D i ^ 2 + s ^ 2)) := by
  -- neither shift lowers the energy, so the absolute values can be dropped
  have hR : 0 ≤ ∑ i, w i * s / (D i * (D i + s)) := Finset.sum_nonneg fun i _ => by
    have h1 := hD i
    have h2 := hw i
    positivity
  have hI : 0 ≤ ∑ i, w i * s ^ 2 / (D i * (D i ^ 2 + s ^ 2)) :=
    Finset.sum_nonneg fun i _ => by
      have h1 := hD i
      have h2 := hw i
      positivity
  rw [realShift_deviation w D s hD hs, imagShift_deviation w D s hD,
    abs_of_nonneg hR, abs_of_nonneg hI, ← Finset.sum_sub_distrib]
  refine Finset.sum_congr rfl fun i _ => ?_
  have h := hD i
  have h1 : D i * (D i + s) ≠ 0 := by positivity
  have h2 : D i * (D i ^ 2 + s ^ 2) ≠ 0 := by positivity
  have h3 : (D i + s) * (D i ^ 2 + s ^ 2) ≠ 0 := by positivity
  rw [div_sub_div _ _ h1 h2, div_eq_div_iff (mul_ne_zero h1 h2) h3]
  ring

/-- For the two gaps `2` and `1/2`, on either side of the shift `s = 1`, and nonnegative weights,
the imaginary shift has the smaller error exactly when the weight of the large gap is more than
four times that of the small gap. -/
theorem mixed_gaps_criterion (w : Fin 2 → ℝ) (hw : ∀ i, 0 ≤ w i) :
    |imagShiftEnergy w ![2, 1 / 2] 1 - unshiftedEnergy w ![2, 1 / 2]|
        < |realShiftEnergy w ![2, 1 / 2] 1 - unshiftedEnergy w ![2, 1 / 2]|
      ↔ 4 * w 1 < w 0 := by
  have hD : ∀ i, 0 < (![2, 1 / 2] : Fin 2 → ℝ) i := by
    intro i
    fin_cases i <;> norm_num
  have key := error_difference w ![2, 1 / 2] 1 hw hD one_pos
  have h0 : (![2, 1 / 2] : Fin 2 → ℝ) 0 = 2 := rfl
  have h1 : (![2, 1 / 2] : Fin 2 → ℝ) 1 = 1 / 2 := rfl
  rw [Fin.sum_univ_two, h0, h1] at key
  constructor <;> intro h <;> linarith

end

end MixedGapsCriterion
```

The compiler's answer:

```
Main.lean:91:30: error: linarith failed to find a contradiction
case mp
w : Fin 2 → ℝ
hw : ∀ (i : Fin 2), 0 ≤ w i
hD : ∀ (i : Fin (Nat.succ 1)), 0 < ![2, 1 / 2] i
key :
  |realShiftEnergy w ![2, 1 / 2] 1 - unshiftedEnergy w ![2, 1 / 2]| -
      |imagShiftEnergy w ![2, 1 / 2] 1 - unshiftedEnergy w ![2, 1 / 2]| =
    w 0 * 1 * (2 - 1) / ((2 + 1) * (2 ^ 2 + 1 ^ 2)) + w 1 * 1 * (1 / 2 - 1) / ((1 / 2 + 1) * ((1 / 2) ^ 2 + 1 ^ 2))
h0 : ![2, 1 / 2] 0 = 2
h1 : ![2, 1 / 2] 1 = 1 / 2
h :
  |imagShiftEnergy w ![2, 1 / 2] 1 - unshiftedEnergy w ![2, 1 / 2]| <
    |realShiftEnergy w ![2, 1 / 2] 1 - unshiftedEnergy w ![2, 1 / 2]|
a✝ : w 0 ≤ 4 * w 1
⊢ False
failed
Main.lean:91:30: error: linarith failed to find a contradiction
case mpr
w : Fin 2 → ℝ
hw : ∀ (i : Fin 2), 0 ≤ w i
hD : ∀ (i : Fin (Nat.succ 1)), 0 < ![2, 1 / 2] i
key :
  |realShiftEnergy w ![2, 1 / 2] 1 - unshiftedEnergy w ![2, 1 / 2]| -
      |imagShiftEnergy w ![2, 1 / 2] 1 - unshiftedEnergy w ![2, 1 / 2]| =
    w 0 * 1 * (2 - 1) / ((2 + 1) * (2 ^ 2 + 1 ^ 2)) + w 1 * 1 * (1 / 2 - 1) / ((1 / 2 + 1) * ((1 / 2) ^ 2 + 1 ^ 2))
h0 : ![2, 1 / 2] 0 = 2
h1 : ![2, 1 / 2] 1 = 1 / 2
h : 4 * w 1 < w 0
a✝ :
  |realShiftEnergy w ![2, 1 / 2] 1 - unshiftedEnergy w ![2, 1 / 2]| ≤
    |imagShiftEnergy w ![2, 1 / 2] 1 - unshiftedEnergy w ![2, 1 / 2]|
⊢ False
failed
```

Fix (accepted with no message):

```diff
@@ -89,5 +89,9 @@
   have h1 : (![2, 1 / 2] : Fin 2 → ℝ) 1 = 1 / 2 := rfl
   rw [Fin.sum_univ_two, h0, h1] at key
-  constructor <;> intro h <;> linarith
+  -- the difference of the errors is `(w 0 - 4 * w 1) / 15`, whose sign decides
+  have sign : ∀ a b : ℝ, a - b = (w 0 - 4 * w 1) / 15 → (b < a ↔ 4 * w 1 < w 0) := by
+    intro a b hab
+    constructor <;> intro h <;> linarith
+  exact sign _ _ (key.trans (by ring))
 
 end
```

Cause. The two messages are the two directions of the equivalence, and both fail for the same reason. The mathematics is sound: the right side of `key` equals `(w 0 - 4 * w 1) / 15`, which settles both directions. But `key` still has the unevaluated denominators `(2 + 1) * (2 ^ 2 + 1 ^ 2)` and `(1 / 2 + 1) * ((1 / 2) ^ 2 + 1 ^ 2)`. `linarith` can clear division by a plain numeral, but its preprocessing does not fully reduce these quotients to multiples of `w 0` and `w 1`. A quotient that is not cleared counts as a separate unknown, and even one of these leaves `key` unable to link the errors to the weights.

In the repair, `ring` evaluates the arithmetic and `key.trans` puts the simplified right side into the equation. The helper `sign` proves the equivalence for any reals `a` and `b` with that difference. `key` is still in the context there, but `linarith` no longer needs it: the hypothesis `hab`, whose only denominator is 15, is enough together with `h` and the negated goal. The last line applies `sign` to the two errors.
